# A substrate lowers the on-site Keldysh interaction by $\ln\kappa/r_0$

The reduction of a layer's quasiparticle gap by a substrate is modelled here as minus the change of the screened interaction at zero distance. The picture behind this is electrostatic. An added electron and an added hole each polarise the surroundings, and each is stabilised by half of the drop in the on-site interaction, so the gap closes by the whole drop. This treats the surroundings as responding instantaneously and the added charges as pointlike.

The on-site interaction of a single environment is infinite in this continuum model. The change is therefore defined by subtracting the two interactions at each momentum first and integrating afterwards.

## Integrating the difference of two interactions

Let $r_0>0$ be the screening length of the layer and $\kappa>0$ the mean dielectric constant of its surroundings. In atomic units the Keldysh interaction at momentum $q>0$ is

$$W_\kappa(q)=\frac{2\pi}{q(\kappa+r_0q)} .$$

The zero-distance value is the integral of $W_\kappa$ over $d^2q/(2\pi)^2$. The angle contributes $2\pi$, which leaves the radial measure $q\,dq/(2\pi)$, and this cancels the $1/q$ of the interaction:

$$\frac{q}{2\pi}\,W_\kappa(q)=\frac{1}{\kappa+r_0q}.$$

A primitive of the right-hand side is $\ln(\kappa+r_0q)/r_0$. Up to a cutoff $Q$, a single environment thus gives

$$\int_0^Q\frac{dq}{\kappa+r_0q}=\frac1{r_0}\ln\frac{\kappa+r_0Q}{\kappa},$$

which grows without bound as $Q$ increases.

Now let the surroundings change from $a>0$ to $b>0$. The difference of the two cutoff integrals is

$$\int_0^Q\left(\frac1{b+r_0q}-\frac1{a+r_0q}\right)dq=\frac1{r_0}\ln\frac{b+r_0Q}{a+r_0Q}-\frac1{r_0}\ln\frac ba .$$

The first logarithm has the argument $1+(b-a)/(a+r_0Q)$, which tends to $1$, so the first term vanishes as $Q\to\infty$. The integrand is nowhere positive if $a\le b$ and nowhere negative if $b\le a$. Convergence of the cutoff integrals is therefore absolute convergence, and the on-site change is $-\ln(b/a)/r_0$.

For a layer with vacuum above and a substrate of dielectric constant $\varepsilon>1$ below, set $a=1$ and $b=\kappa=(1+\varepsilon)/2>1$. The on-site change is $-\ln\kappa/r_0$ and the gap reduction is $\ln\kappa/r_0$.

Bounds on the gap reduction follow from $\ln x<x-1$, valid for positive $x\neq1$. At $x=\kappa$ it gives $\ln\kappa<\kappa-1$. At $x=1/\kappa$ it gives $-\ln\kappa<1/\kappa-1$, that is, $1-1/\kappa<\ln\kappa$. Division by $r_0$ yields

$$\frac{1-1/\kappa}{r_0}<\frac{\ln\kappa}{r_0}<\frac{\kappa-1}{r_0}.$$

The upper bound is the linear estimate in $\kappa-1$, with the slope taken at the free-standing layer. The lower bound uses the smaller slope at the final $\kappa$.

For GW studies of supported two-dimensional materials, this gives an estimate of how the gap depends on the substrate, within a static continuum model whose layer is described by the single parameter $r_0$.

## The interaction and the gap reduction as definitions

The file works with real numbers throughout.

```lean
import Mathlib

open MeasureTheory Filter Set Topology

namespace KeldyshSubstrateGap

noncomputable section
```

The first definition is $W_\kappa(q)$. It fixes two conventions. Energies are in hartree when lengths are in bohr, and the dielectric function is $\kappa+r_0q$, with an $r_0$ that belongs to the layer and stays the same when the surroundings change. If the interaction is written instead with the prefactor $1/\kappa$ and the factor $1+\rho q$, the length $\rho$ is $r_0/\kappa$ and does depend on the environment.

```lean
/-- The Keldysh interaction of a layer with screening length `r0` in surroundings of mean
dielectric constant `κ`, at momentum `q > 0` (with `r0, κ > 0`). -/
def keldysh (r0 κ q : ℝ) : ℝ := 2 * Real.pi / (q * (κ + r0 * q))
```

The next definition is the integrand of the on-site change. The subtraction takes place inside it, at fixed $q$, and the radial measure is included.

```lean
/-- The contribution of momentum `q > 0` to the on-site change of the interaction when the
surroundings change from `a` to `b`, with the radial measure `q / (2π)` included. -/
def shiftDensity (r0 a b q : ℝ) : ℝ :=
  q / (2 * Real.pi) * (keldysh r0 b q - keldysh r0 a q)
```

The on-site change is the integral of this density over `Ioi 0`, the open half-line $q>0$. All momenta contribute: there is no Brillouin zone and no orbital form factor to limit the range.

```lean
/-- The on-site change of the Keldysh interaction when the surroundings change
from `a` to `b`. -/
def onSiteShift (r0 a b : ℝ) : ℝ := ∫ q in Ioi (0 : ℝ), shiftDensity r0 a b q
```

The surroundings enter only through the average of the dielectric constants above and below. The substrate is a uniform half-space that touches the layer and has one static dielectric constant, so neither a spacing between them nor a frequency dependence is described.

```lean
/-- The mean dielectric constant of vacuum above and a substrate `eps` below the layer. -/
def meanEps (eps : ℝ) : ℝ := (1 + eps) / 2
```

The last definition records the electrostatic picture from the beginning. It is an assumption about the gap, not a consequence of a self-energy calculation. The free-standing layer is the environment `1`.

```lean
/-- The gap reduction by a substrate, modelled as minus the on-site change of the interaction
relative to the free-standing layer. -/
def gapReduction (r0 eps : ℝ) : ℝ := -onSiteShift r0 1 (meanEps eps)
```

## From the primitive to the integral

The first lemma is the cancellation of $1/q$. The hypotheses make $q$ and $\kappa+r_0q$ nonzero, and `field_simp` then clears the fractions.

```lean
/-- The radial measure cancels the `1/q` of the Keldysh interaction. -/
theorem radial_keldysh {r0 κ q : ℝ} (hr : 0 < r0) (hκ : 0 < κ) (hq : 0 < q) :
    q / (2 * Real.pi) * keldysh r0 κ q = 1 / (κ + r0 * q) := by
  have h1 : κ + r0 * q ≠ 0 := by positivity
  have h2 : Real.pi ≠ 0 := Real.pi_ne_zero
  have h3 : q ≠ 0 := hq.ne'
  unfold keldysh
  field_simp
```

The second lemma differentiates $\ln(\kappa+r_0q)/r_0$. It builds the derivative $r_0$ of the linear function, applies the chain rule for the logarithm and divides by $r_0$. The point $q=0$ is included, because the integral starts there.

```lean
/-- The function `ln(κ + r0 q) / r0` is a primitive of `1 / (κ + r0 q)`. -/
theorem hasDerivAt_primitive {r0 κ q : ℝ} (hr : 0 < r0) (hκ : 0 < κ) (hq : 0 ≤ q) :
    HasDerivAt (fun x : ℝ => Real.log (κ + r0 * x) / r0) (1 / (κ + r0 * q)) q := by
  have h0 : κ + r0 * q ≠ 0 := by positivity
  have hr' : r0 ≠ 0 := hr.ne'
  have h1 : HasDerivAt (fun x : ℝ => κ + r0 * x) (r0 * 1) q :=
    ((hasDerivAt_id' q).const_mul r0).const_add κ
  exact ((h1.log h0).div_const r0).congr_deriv (by field_simp)
```

The third lemma is the limit of the difference of two primitives. As in the calculation by hand, `h2` says that $(b-a)/(a+r_0q)$ tends to zero, and `h3` carries this through the logarithm. The rest shows that for $q\ge0$ the expression in `h3` equals the difference of the primitives, which is enough for a limit at infinity.

```lean
/-- The difference of the primitives for two surroundings vanishes at large momentum. -/
theorem tendsto_primitive_sub {r0 a b : ℝ} (hr : 0 < r0) (ha : 0 < a) (hb : 0 < b) :
    Tendsto (fun q : ℝ => Real.log (b + r0 * q) / r0 - Real.log (a + r0 * q) / r0)
      atTop (𝓝 0) := by
  have h1 : Tendsto (fun q : ℝ => a + r0 * q) atTop atTop :=
    tendsto_atTop_add_const_left atTop a (tendsto_id.const_mul_atTop hr)
  have h2 : Tendsto (fun q : ℝ => (b - a) / (a + r0 * q)) atTop (𝓝 0) :=
    tendsto_const_nhds.div_atTop h1
  have h3 : Tendsto (fun q : ℝ => Real.log (1 + (b - a) / (a + r0 * q)) / r0)
      atTop (𝓝 0) := by
    have h := ((h2.const_add 1).log (by norm_num)).div_const r0
    simpa using h
  refine h3.congr' ?_
  filter_upwards [eventually_ge_atTop (0 : ℝ)] with q hq
  have ha' : 0 < a + r0 * q := by positivity
  have hb' : 0 < b + r0 * q := by positivity
  have e : 1 + (b - a) / (a + r0 * q) = (b + r0 * q) / (a + r0 * q) := by
    rw [eq_div_iff ha'.ne', add_mul, div_mul_cancel₀ _ ha'.ne']
    ring
  rw [e, Real.log_div hb'.ne' ha'.ne', sub_div]
```

The next theorem holds for any positive $r_0$, $a$ and $b$, in either order and also when $a=b$. Its first part, `IntegrableOn`, says that the integrand is absolutely integrable on $q>0$. Its second part gives the value. The first part carries real information, since Lean assigns the value zero to the integral of a function that is not integrable.

```lean
/-- For any two surroundings the on-site change converges, and it equals
`-ln(b/a) / r0`. -/
theorem onSiteShift_eq {r0 a b : ℝ} (hr : 0 < r0) (ha : 0 < a) (hb : 0 < b) :
    IntegrableOn (shiftDensity r0 a b) (Ioi 0) ∧
      onSiteShift r0 a b = -Real.log (b / a) / r0 := by
  have hd : ∀ q ∈ Ici (0 : ℝ), HasDerivAt
      (fun q : ℝ => Real.log (b + r0 * q) / r0 - Real.log (a + r0 * q) / r0)
      (1 / (b + r0 * q) - 1 / (a + r0 * q)) q := fun q hq =>
    (hasDerivAt_primitive hr hb hq).fun_sub (hasDerivAt_primitive hr ha hq)
  have ht := tendsto_primitive_sub hr ha hb
  -- the integrand has a fixed sign, so convergence of the primitive gives integrability
  have hi : IntegrableOn (fun q : ℝ => 1 / (b + r0 * q) - 1 / (a + r0 * q)) (Ioi 0) := by
    rcases le_total a b with hab | hab
    · refine integrableOn_Ioi_deriv_of_nonpos' hd (fun q hq => ?_) ht
      have hq' : 0 < q := hq
      exact sub_nonpos.2 (one_div_le_one_div_of_le (by positivity) (by linarith))
    · refine integrableOn_Ioi_deriv_of_nonneg' hd (fun q hq => ?_) ht
      have hq' : 0 < q := hq
      exact sub_nonneg.2 (one_div_le_one_div_of_le (by positivity) (by linarith))
  have he : ∀ q ∈ Ioi (0 : ℝ),
      shiftDensity r0 a b q = 1 / (b + r0 * q) - 1 / (a + r0 * q) := by
    intro q hq
    rw [shiftDensity, mul_sub, radial_keldysh hr hb hq, radial_keldysh hr ha hq]
  refine ⟨hi.congr_fun (fun q hq => (he q hq).symm) measurableSet_Ioi, ?_⟩
  rw [onSiteShift, setIntegral_congr_fun measurableSet_Ioi he,
    integral_Ioi_of_hasDerivAt_of_tendsto' hd hi ht, Real.log_div hb.ne' ha.ne']
  simp only [mul_zero, add_zero]
  ring
```

In the proof, `hd` supplies the derivative of the difference of primitives and `ht` its limit. The case distinction on `a ≤ b` or `b ≤ a` settles the sign of the integrand, and for a derivative of fixed sign the existence of the limit implies integrability. The statement `he` identifies `shiftDensity` with the difference of the two simple fractions. The fundamental theorem of calculus on the half-line then gives the limit $0$ minus the value at $q=0$, which is $-(\ln b-\ln a)/r_0$.

## The divergence for a single environment

The following theorem justifies subtracting before integrating. For every $r_0>0$ and $\kappa>0$, the integral of one interaction over $0<q\le Q$ tends to infinity with $Q$.

```lean
/-- The on-site Keldysh interaction in a single environment, cut off at momentum `Q`,
grows without bound as `Q` increases. -/
theorem onSite_diverges {r0 κ : ℝ} (hr : 0 < r0) (hκ : 0 < κ) :
    Tendsto (fun Q : ℝ => ∫ q in Ioc 0 Q, q / (2 * Real.pi) * keldysh r0 κ q)
      atTop atTop := by
  have h1 : Tendsto (fun Q : ℝ => κ + r0 * Q) atTop atTop :=
    tendsto_atTop_add_const_left atTop κ (tendsto_id.const_mul_atTop hr)
  have h2 : Tendsto (fun Q : ℝ => Real.log (κ + r0 * Q) / r0) atTop atTop :=
    (Real.tendsto_log_atTop.comp h1).atTop_div_const hr
  refine (tendsto_atTop_add_const_right atTop (-(Real.log (κ + r0 * 0) / r0)) h2).congr' ?_
  filter_upwards [eventually_ge_atTop (0 : ℝ)] with Q hQ
  have he : ∀ q ∈ Ioc (0 : ℝ) Q,
      q / (2 * Real.pi) * keldysh r0 κ q = 1 / (κ + r0 * q) :=
    fun q hq => radial_keldysh hr hκ hq.1
  have hpos : ∀ q ∈ uIcc (0 : ℝ) Q, 0 ≤ q := by
    intro q hq
    rw [uIcc_of_le hQ] at hq
    exact hq.1
  have hc : ContinuousOn (fun q : ℝ => 1 / (κ + r0 * q)) (uIcc 0 Q) := by
    refine continuousOn_const.div (by fun_prop) (fun q hq => ?_)
    have := hpos q hq
    positivity
  rw [setIntegral_congr_fun measurableSet_Ioc he, ← intervalIntegral.integral_of_le hQ,
    intervalIntegral.integral_eq_sub_of_hasDerivAt
      (fun q hq => hasDerivAt_primitive hr hκ (hpos q hq)) hc.intervalIntegrable]
  ring
```

The proof first shows that $\ln(\kappa+r_0Q)/r_0$ tends to infinity and that subtracting its value at $Q=0$ does not alter this. It then verifies that this expression is the cutoff integral for every $Q\ge0$. After the cancellation of $1/q$ the integrand is $1/(\kappa+r_0q)$, which is continuous on the closed interval from $0$ to $Q$, so the ordinary fundamental theorem applies.

The growth is only logarithmic, and its leading coefficient $1/r_0$ is the same for every $\kappa$. This is why it disappears from the difference between two environments.

## The substrate theorem

The final theorem takes a positive screening length and a substrate with `1 < eps`. Its five parts state, in order, that the integrand is integrable, that the on-site change is $-\ln\kappa/r_0$, that the gap reduction is $\ln\kappa/r_0$, and that this reduction lies strictly above the lower bound and strictly below the upper one. Here $\kappa$ is `meanEps eps`. The condition on `eps` means that the substrate screens more strongly than vacuum. At `eps = 1` there would be no change of environment, and all three quantities in the inequalities would be zero.

```lean
/-- For a substrate with `eps > 1` and mean dielectric constant `κ = (1 + eps)/2`, the on-site
change converges to `-ln κ / r0`, and the gap reduction `ln κ / r0` lies strictly between
`(1 - 1/κ) / r0` and `(κ - 1) / r0`. -/
theorem substrate_gap_reduction {r0 eps : ℝ} (hr : 0 < r0) (heps : 1 < eps) :
    IntegrableOn (shiftDensity r0 1 (meanEps eps)) (Ioi 0) ∧
      onSiteShift r0 1 (meanEps eps) = -Real.log (meanEps eps) / r0 ∧
      gapReduction r0 eps = Real.log (meanEps eps) / r0 ∧
      (1 - 1 / meanEps eps) / r0 < gapReduction r0 eps ∧
      gapReduction r0 eps < (meanEps eps - 1) / r0 := by
  have hκ : 1 < meanEps eps := by
    unfold meanEps
    linarith
  have hκ0 : 0 < meanEps eps := by linarith
  obtain ⟨hi, hs⟩ := onSiteShift_eq hr one_pos hκ0
  rw [div_one] at hs
  have hg : gapReduction r0 eps = Real.log (meanEps eps) / r0 := by
    rw [gapReduction, hs]
    ring
  -- the strict inequality ln x < x - 1 at x = κ and at x = 1/κ
  have hup := Real.log_lt_sub_one_of_pos hκ0 hκ.ne'
  have hlow := Real.log_lt_sub_one_of_pos (inv_pos.2 hκ0) (inv_lt_one_of_one_lt₀ hκ).ne
  rw [Real.log_inv] at hlow
  refine ⟨hi, hs, hg, ?_, ?_⟩
  · rw [hg, one_div]
    exact div_lt_div_of_pos_right (by linarith) hr
  · rw [hg]
    exact div_lt_div_of_pos_right hup hr

end

end KeldyshSubstrateGap
```

The proof begins with $\kappa>1$, which follows from the definition of the mean. It then applies `onSiteShift_eq` with $a=1$ and $b=\kappa$, and a change of sign gives the gap reduction. The facts `hup` and `hlow` are the inequality $\ln x<x-1$ at $\kappa$ and at $1/\kappa$. Each use needs its argument to be positive and different from one, and $\kappa>1$ provides both. Dividing by the positive $r_0$ preserves the strict inequalities.

```lean
#print axioms KeldyshSubstrateGap.onSite_diverges
#print axioms KeldyshSubstrateGap.substrate_gap_reduction
```

```
'KeldyshSubstrateGap.onSite_diverges' depends on axioms: [propext, Classical.choice, Quot.sound]
'KeldyshSubstrateGap.substrate_gap_reduction' depends on axioms: [propext, Classical.choice, Quot.sound]
```

## The same change with a momentum cutoff

The calculation by hand also shows what is lost when the integral stops at a finite $Q\ge0$. With $a=1$ and $b=\kappa>1$, the gap reduction obtained from momenta up to $Q$ is

$$\frac{\ln\kappa}{r_0}-\frac1{r_0}\ln\left(1+\frac{\kappa-1}{1+r_0Q}\right).$$

The cutoff value is thus always too small. Applying $\ln x<x-1$ once more shows that the missing part is less than

$$\frac{\kappa-1}{r_0(1+r_0Q)},$$

so in this model the error of a sharp radial cutoff falls off at least as fast as $1/Q$. This estimate rests on the derivation by hand alone.
